# Without spin-orbit coupling, the three-band valence Hamiltonian with parameters L, M, N is free of warping exactly when N = L − M

The model is a real 3 × 3 valence-band Hamiltonian without spin-orbit coupling, quadratic in the wave vector k, with diagonal entries L kᵢ² + M(|k|² − kᵢ²) and off-diagonal entries N kᵢkⱼ. The theorem `isotropic_iff` states that its characteristic polynomial, and so its band energies with their multiplicities, depends only on the length of k if and only if N = L − M. For the forward direction, the attempt compares the wave vectors (1,2,2) and (3,0,0), both of length 3, and applies the earlier test for a single direction with three nonzero components. For the converse it uses the explicit factorisation of the polynomial when N = L − M.

In Lean, a first try:

```lean
import Mathlib

open Polynomial

namespace IsotropicIff

/-- The squared length of the wave vector `k`. -/
def kSq (k : Fin 3 → ℝ) : ℝ := ∑ i, k i ^ 2

/-- The squared length of a wave vector given by its three components. -/
theorem kSq_components (a b c : ℝ) : kSq ![a, b, c] = a ^ 2 + b ^ 2 + c ^ 2 := by
  simp [kSq, Fin.sum_univ_three]

/-- The three-band valence Hamiltonian without spin-orbit coupling, with real band
parameters `L`, `M`, `N`, at the wave vector `k`. -/
def dkk (L M N : ℝ) (k : Fin 3 → ℝ) : Matrix (Fin 3) (Fin 3) ℝ :=
  Matrix.of fun i j =>
    if i = j then L * k i ^ 2 + M * (kSq k - k i ^ 2) else N * k i * k j

/-- The secular polynomial at energy `x`: two terms contain the direction of `k`, one through
the sum of the products of two squared components, one through the product of all three. -/
theorem charpoly_eval (L M N : ℝ) (k : Fin 3 → ℝ) (x : ℝ) :
    (dkk L M N k).charpoly.eval x =
      (x - M * kSq k) ^ 3 - (L - M) * kSq k * (x - M * kSq k) ^ 2
        + ((L - M) ^ 2 - N ^ 2)
          * (k 0 ^ 2 * k 1 ^ 2 + k 1 ^ 2 * k 2 ^ 2 + k 2 ^ 2 * k 0 ^ 2) * (x - M * kSq k)
        - (L - M - N) ^ 2 * (L - M + 2 * N) * (k 0 ^ 2 * k 1 ^ 2 * k 2 ^ 2) := by
  rw [Matrix.charpoly, Matrix.det_fin_three]
  simp [dkk, kSq, Fin.sum_univ_three]
  ring

/-- If `N = L - M`, the secular polynomial has the simple factor of a band `L |k|²` and the
squared factor of a band `M |k|²`. -/
theorem charpoly_isotropic {L M N : ℝ} (h : N = L - M) (k : Fin 3 → ℝ) :
    (dkk L M N k).charpoly = (X - C (L * kSq k)) * (X - C (M * kSq k)) ^ 2 := by
  subst h
  refine Polynomial.funext fun x => ?_
  rw [charpoly_eval]
  simp only [eval_mul, eval_pow, eval_sub, eval_X, eval_C]
  ring

/-- One direction suffices to detect warping: for a wave vector with three nonzero components,
the secular polynomial equals that of a wave vector of the same length along the first cube
axis if and only if `N = L - M`. -/
theorem single_direction_test (L M N : ℝ) {k : Fin 3 → ℝ} {p : ℝ}
    (hk : ∀ i, k i ≠ 0) (hp : p ^ 2 = kSq k) :
    (dkk L M N k).charpoly = (dkk L M N ![p, 0, 0]).charpoly ↔ N = L - M := by
  have hs : kSq ![p, 0, 0] = kSq k := by
    rw [← hp]
    simp [kSq, Fin.sum_univ_three]
  constructor
  · intro h
    have h1 : (![p, 0, 0] : Fin 3 → ℝ) 1 = 0 := rfl
    have h2 : (![p, 0, 0] : Fin 3 → ℝ) 2 = 0 := rfl
    -- two energies isolate the two direction-dependent coefficients
    have e0 := congrArg (Polynomial.eval (M * kSq k)) h
    have e1 := congrArg (Polynomial.eval (M * kSq k + 1)) h
    rw [charpoly_eval, charpoly_eval, hs, h1, h2] at e0 e1
    have hP : (L - M - N) ^ 2 * (L - M + 2 * N) * (k 0 ^ 2 * k 1 ^ 2 * k 2 ^ 2) = 0 := by
      linear_combination -e0
    have hE : ((L - M) ^ 2 - N ^ 2)
        * (k 0 ^ 2 * k 1 ^ 2 + k 1 ^ 2 * k 2 ^ 2 + k 2 ^ 2 * k 0 ^ 2) = 0 := by
      linear_combination e1 - e0
    have k0 := hk 0
    have k1 := hk 1
    have k2 := hk 2
    have hB := (mul_eq_zero.mp hE).resolve_right (by positivity)
    have hc := (mul_eq_zero.mp hP).resolve_right (by positivity)
    -- the cubic coefficient leaves two cases; the second forces `N = 0` and `L = M`
    rcases mul_eq_zero.mp hc with h3 | h3
    · have h4 : L - M - N = 0 := pow_eq_zero_iff two_ne_zero |>.mp h3
      linarith
    · have h4 : N ^ 2 = 0 := by
        linear_combination (1 / 3) * hB - (1 / 3) * (L - M - 2 * N) * h3
      have h5 : N = 0 := pow_eq_zero_iff two_ne_zero |>.mp h4
      linarith
  · intro h
    rw [charpoly_isotropic h, charpoly_isotropic h, hs]

/-- Absence of warping: the secular polynomial of the valence Hamiltonian depends only on the
length of the wave vector if and only if `N = L - M`. -/
theorem isotropic_iff (L M N : ℝ) :
    (∀ k q : Fin 3 → ℝ, kSq k = kSq q →
      (dkk L M N k).charpoly = (dkk L M N q).charpoly) ↔ N = L - M := by
  constructor
  · intro h
    -- compare the wave vectors (1,2,2) and (3,0,0), both of length 3
    have hk : ∀ i, (![1, 2, 2] : Fin 3 → ℝ) i ≠ 0 := by
      intro i
      fin_cases i <;> simp
    have hp : (3 : ℝ) ^ 2 = kSq ![1, 2, 2] := by
      norm_num [kSq, Fin.sum_univ_three]
    have hq : kSq ![1, 2, 2] = kSq ![3, 0, 0] := by
      norm_num [kSq, Fin.sum_univ_three]
    exact (single_direction_test L M N hk hp).mp (h _ _ hq)
  · intro h k q hs
    rw [charpoly_isotropic h, charpoly_isotropic h, hs]

end IsotropicIff
```

The compiler's answer:

```
Main.lean:91:46: error: unsolved goals
L M N : ℝ
h : ∀ (k q : Fin 3 → ℝ), kSq k = kSq q → (dkk L M N k).charpoly = (dkk L M N q).charpoly
hk : ∀ (i : Fin (Nat.succ 2)), ![1, 2, 2] i ≠ 0
⊢ 9 = 5 + ![1, 2, 2] 2 ^ 2
Main.lean:93:49: error: unsolved goals
L M N : ℝ
h : ∀ (k q : Fin 3 → ℝ), kSq k = kSq q → (dkk L M N k).charpoly = (dkk L M N q).charpoly
hk : ∀ (i : Fin (Nat.succ 2)), ![1, 2, 2] i ≠ 0
hp : 3 ^ 2 = kSq ![1, 2, 2]
⊢ 5 + ![1, 2, 2] 2 ^ 2 = 9 + ![3, 0, 0] 2 ^ 2
```

This version goes through:

```diff
@@ -90,7 +90,9 @@
       fin_cases i <;> simp
     have hp : (3 : ℝ) ^ 2 = kSq ![1, 2, 2] := by
-      norm_num [kSq, Fin.sum_univ_three]
+      rw [kSq_components]
+      norm_num
     have hq : kSq ![1, 2, 2] = kSq ![3, 0, 0] := by
-      norm_num [kSq, Fin.sum_univ_three]
+      rw [kSq_components, kSq_components]
+      norm_num
     exact (single_direction_test L M N hk hp).mp (h _ _ hq)
   · intro h k q hs
```

What went wrong. Both errors concern numerical facts about squared lengths: that 3² is the squared length of (1,2,2), and that (1,2,2) and (3,0,0) have equal squared lengths. In each case `norm_num` unfolded the sum and evaluated the first two components, but left the entry at index 2 unread. The remaining goals therefore contain `![1, 2, 2] 2` and, in the second, `![3, 0, 0] 2`. The equations are true, but the arithmetic could not finish while these vector lookups stood in place of numbers. The messages do not show why `norm_num` left them.

The repair first rewrites with `kSq_components`, already proved in the file for arbitrary components `a`, `b`, `c`. This turns each squared length directly into a sum of three squares, with no indexing left. The first goal needs one rewrite; the second needs two, one for each vector. `norm_num` then has only numerical equations to check, 9 = 1 + 4 + 4 and 1 + 4 + 4 = 9 + 0 + 0 once the squares are evaluated.
